# Unitarity of one-dimensional scattering by a real potential, and flux loss for an absorbing one

After integrating the stationary Schrödinger equation across a barrier and matching to plane waves, one takes the transmission probability as $1-|r|^2$, where $r$ is the reflection amplitude, and uses the same $|r|$ for a particle arriving from the other side. For one particle in one dimension, with a real potential and the same wave number on both sides, both steps follow from a conserved current.

```lean
import Mathlib

open Complex Filter Topology
open scoped ComplexConjugate

namespace BarrierUnitarity

noncomputable section
```

## Scattering states

For mass $m$, potential $V$ and energy $E>0$, put $U=2mV/\hbar^2$ and $k^2=2mE/\hbar^2$, so that $f''=(U-k^2)f$. With time dependence $e^{-iEt/\hbar}$ and $k>0$, the $A$ term of $Ae^{ikx}+Be^{-ikx}$ moves right and the $B$ term moves left.

```lean
/-- The plane-wave superposition `A exp(ikx) + B exp(-ikx)`. -/
def wave (k : ℝ) (A B : ℂ) (x : ℝ) : ℂ :=
  A * cexp (I * k * x) + B * cexp (-(I * k * x))
```

`IsSolution` demands that $f'$ and $f''$ exist at every point. This shuts out a potential that jumps at a point where $f\neq0$, so incidence from one side on a square barrier is not covered; the last paragraph returns to this.

```lean
/-- `f` is twice differentiable on the line and solves `f'' = (U - k²) f`. -/
def IsSolution (U : ℝ → ℂ) (k : ℝ) (f : ℝ → ℂ) : Prop :=
  Differentiable ℝ f ∧ ∀ x, HasDerivAt (deriv f) ((U x - (k : ℂ) ^ 2) * f x) x
```

A scattering state has amplitudes $A,B$ for $x<-L$ and $C,D$ for $x>L$, where $L$ is any real number; $A,D$ are incoming and $B,C$ outgoing. This assumed form stands for a potential confined to $[-L,L]$. It excludes potential steps, where the two wave numbers differ, and existence of such states for a given $U$ is a hypothesis.

```lean
/-- A solution with plane-wave amplitudes `A, B` for `x < -L` and `C, D` for `x > L`. -/
structure Scattering (U : ℝ → ℂ) (k L : ℝ) (A B C D : ℂ) (f : ℝ → ℂ) : Prop where
  sol : IsSolution U k f
  left : ∀ x, x < -L → f x = wave k A B x
  right : ∀ x, L < x → f x = wave k C D x
```

Unit incidence from the left, with transmission amplitude $t$, is $(A,B,C,D)=(1,r,t,0)$.

```lean
/-- Unit wave incident from the left: `exp(ikx) + r exp(-ikx)` on the left and
`t exp(ikx)` on the right. -/
def LeftIncident (U : ℝ → ℂ) (k L : ℝ) (r t : ℂ) (f : ℝ → ℂ) : Prop :=
  Scattering U k L 1 r t 0 f
```

Unit incidence from the right is $(0,t,r,1)$.

```lean
/-- Unit wave incident from the right: `exp(-ikx) + r exp(ikx)` on the right and
`t exp(-ikx)` on the left. -/
def RightIncident (U : ℝ → ℂ) (k L : ℝ) (r t : ℂ) (f : ℝ → ℂ) : Prop :=
  Scattering U k L 0 t r 1 f
```

## The mixed current

Define $J(f,g)=\bar g f'-\bar g' f$. The probability current of $f$ is $\frac{\hbar}{2m}\operatorname{Im}J(f,f)$.

```lean
/-- The mixed current `conj(g) f' - conj(g') f` of two wave functions. -/
def current (f g : ℝ → ℂ) (x : ℝ) : ℂ :=
  conj (g x) * deriv f x - conj (deriv g x) * f x
```

Differentiation sends $(A,B)$ to $(ikA,-ikB)$.

```lean
/-- Differentiating a plane-wave superposition multiplies its amplitudes by `ik` and `-ik`. -/
theorem wave_hasDerivAt (k : ℝ) (A B : ℂ) (x : ℝ) :
    HasDerivAt (wave k A B) (wave k (I * k * A) (-(I * k * B)) x) x := by
  have h0 : HasDerivAt (fun y : ℝ => I * k * (y : ℂ)) (I * k) x := by
    simpa using ((hasDerivAt_id x).ofReal_comp).const_mul (I * k)
  have h := (h0.cexp.const_mul A).fun_add (h0.fun_neg.cexp.const_mul B)
  refine HasDerivAt.congr_deriv h ?_
  simp only [wave]
  ring
```

For two solutions at the same real $k$ the terms $\bar g' f'$ cancel:
$$J'=\bar g f''-\bar g'' f=(U-k^2)\bar g f-(\bar U-k^2)\bar g f=(U-\bar U)\,\bar g f .$$
In Lean `.star` conjugates the derivatives of $g$, `fun_mul` is the product rule, and `ring` does the cancelling.

```lean
/-- For two solutions at the same `k`, the mixed current has derivative
`(U - conj U) conj(g) f`. -/
theorem current_hasDerivAt {U : ℝ → ℂ} {k : ℝ} {f g : ℝ → ℂ}
    (hf : IsSolution U k f) (hg : IsSolution U k g) (x : ℝ) :
    HasDerivAt (current f g) ((U x - conj (U x)) * (conj (g x) * f x)) x := by
  have g1 : HasDerivAt (fun y => conj (g y)) (conj (deriv g x)) x :=
    (hg.1 x).hasDerivAt.star
  have g2 : HasDerivAt (fun y => conj (deriv g y)) (conj ((U x - (k : ℂ) ^ 2) * g x)) x :=
    (hg.2 x).star
  have h := (g1.fun_mul (hf.2 x)).fun_sub (g2.fun_mul (hf.1 x).hasDerivAt)
  refine HasDerivAt.congr_deriv h ?_
  -- the `f' conj(g')` terms and the `k²` terms cancel
  simp only [map_mul, map_sub, map_pow, conj_ofReal]
  ring
```

Where $f$ has amplitudes $A,B$ and $g$ has $A',B'$, write $e=e^{ikx}$, so $\bar e=e^{-1}$:
$$J=ik\left[(\bar A' \bar e+\bar B' e)(Ae-B\bar e)+(\bar A' \bar e-\bar B' e)(Ae+B\bar e)\right]=2ik(\bar A' A-\bar B' B).$$
The terms in $e^{\pm2ikx}$ cancel, and `hEF` supplies $e\bar e=1$. Agreement on a neighbourhood, `=ᶠ[𝓝 x]`, makes the derivatives agree too.

```lean
/-- Where both functions are locally plane-wave superpositions, the mixed current equals
`2ik (conj(A') A - conj(B') B)`. -/
theorem current_wave {k x : ℝ} {A B A' B' : ℂ} {f g : ℝ → ℂ}
    (hf : f =ᶠ[𝓝 x] wave k A B) (hg : g =ᶠ[𝓝 x] wave k A' B') :
    current f g x = 2 * I * k * (conj A' * A - conj B' * B) := by
  have hE : conj (cexp (I * k * x)) = cexp (-(I * k * x)) := by
    rw [← exp_conj]
    congr 1
    simp [conj_ofReal]
  have hF : conj (cexp (-(I * k * x))) = cexp (I * k * x) := by
    rw [← hE, conj_conj]
  have hEF : cexp (I * k * x) * cexp (-(I * k * x)) = 1 := by
    rw [← Complex.exp_add, add_neg_cancel, Complex.exp_zero]
  unfold current
  rw [hf.deriv_eq, hg.deriv_eq, hf.eq_of_nhds, hg.eq_of_nhds,
    (wave_hasDerivAt k A B x).deriv, (wave_hasDerivAt k A' B' x).deriv]
  simp only [wave, map_add, map_mul, map_neg, conj_I, conj_ofReal, hE, hF]
  -- oscillating cross terms cancel
  linear_combination (2 * I * k * (conj A' * A - conj B' * B)) * hEF
```

Both outer regions are open half-lines, so the formula holds at each of their points.

```lean
/-- The mixed current of two scattering states to the left of `-L` and to the right of `L`,
in terms of their amplitudes. -/
theorem current_outside {U : ℝ → ℂ} {k L : ℝ} {A B C D A' B' C' D' : ℂ} {f g : ℝ → ℂ}
    (hf : Scattering U k L A B C D f) (hg : Scattering U k L A' B' C' D' g) :
    (∀ x, x < -L → current f g x = 2 * I * k * (conj A' * A - conj B' * B)) ∧
    (∀ x, L < x → current f g x = 2 * I * k * (conj C' * C - conj D' * D)) :=
  ⟨fun _ hx => current_wave
      (eventuallyEq_of_mem (Iio_mem_nhds hx) fun y hy => hf.left y hy)
      (eventuallyEq_of_mem (Iio_mem_nhds hx) fun y hy => hg.left y hy),
   fun _ hx => current_wave
      (eventuallyEq_of_mem (Ioi_mem_nhds hx) fun y hy => hf.right y hy)
      (eventuallyEq_of_mem (Ioi_mem_nhds hx) fun y hy => hg.right y hy)⟩
```

## Real potentials

If $\operatorname{Im}U=0$ then $J'=0$, and $J$ has equal values at $-L-1$ and $L+1$. Dividing by $2ik\neq0$,
$$\bar A' A-\bar B' B=\bar C' C-\bar D' D .$$

```lean
/-- For a real potential and `k > 0`, the flux pairing of the amplitudes of two scattering
states is the same on both sides of the barrier. -/
theorem pairing_conserved {U : ℝ → ℂ} {k L : ℝ} {A B C D A' B' C' D' : ℂ} {f g : ℝ → ℂ}
    (hU : ∀ x, (U x).im = 0) (hk : 0 < k)
    (hf : Scattering U k L A B C D f) (hg : Scattering U k L A' B' C' D' g) :
    conj A' * A - conj B' * B = conj C' * C - conj D' * D := by
  have hd : ∀ x, HasDerivAt (current f g) 0 x := fun x => by
    have h := current_hasDerivAt hf.sol hg.sol x
    rwa [conj_eq_iff_im.2 (hU x), sub_self, zero_mul] at h
  -- the current is constant, so compare a point on each side
  have hc := is_const_of_deriv_eq_zero (fun x => (hd x).differentiableAt)
    (fun x => (hd x).deriv) (-L - 1) (L + 1)
  rw [(current_outside hf hg).1 _ (by linarith), (current_outside hf hg).2 _ (by linarith)] at hc
  have hk' : (k : ℂ) ≠ 0 := ofReal_ne_zero.2 hk.ne'
  exact mul_left_cancel₀ (mul_ne_zero (mul_ne_zero two_ne_zero I_ne_zero) hk') hc
```

Let $u$ be left-incident with amplitudes $r_L,t_L$ and $v$ right-incident with $r_R,t_R$. The pairs $(f,g)=(u,u),(v,u),(u,v),(v,v)$ give
$$|r_L|^2+|t_L|^2=1,\quad \bar r_Lt_R+\bar t_Lr_R=0,\quad \bar t_Rr_L+\bar r_Rt_L=0,\quad |t_R|^2+|r_R|^2=1 .$$
These are the entries $00,01,10,11$ of $S^\dagger S=1$ for $S=\begin{pmatrix}r_L&t_R\\t_L&r_R\end{pmatrix}$, whose columns are the outgoing amplitudes $(B,C)$ of $u$ and $v$. The names `h00` to `h11` follow the same indices.

```lean
/-- For a real potential and `k > 0`, the scattering matrix whose columns hold the outgoing
amplitudes of the left- and right-incident states is unitary. -/
theorem scattering_matrix_unitary {U : ℝ → ℂ} {k L : ℝ} {rL tL rR tR : ℂ} {u v : ℝ → ℂ}
    (hU : ∀ x, (U x).im = 0) (hk : 0 < k)
    (hu : LeftIncident U k L rL tL u) (hv : RightIncident U k L rR tR v) :
    !![rL, tR; tL, rR] ∈ Matrix.unitaryGroup (Fin 2) ℂ := by
  have h00 := pairing_conserved hU hk hu hu
  have h01 := pairing_conserved hU hk hv hu
  have h10 := pairing_conserved hU hk hu hv
  have h11 := pairing_conserved hU hk hv hv
  simp only [map_one, map_zero] at h00 h01 h10 h11
  rw [Matrix.mem_unitaryGroup_iff']
  ext i j
  fin_cases i <;> fin_cases j <;>
    simp [Matrix.mul_apply, Fin.sum_univ_succ, Matrix.star_apply] <;>
    first
      | linear_combination -h00
      | linear_combination -h01
      | linear_combination -h10
      | linear_combination -h11
```

The modulus of the third relation is `h3`, $|t_R||r_L|=|r_R||t_L|$. Inserting the two normalisations,
$$|r_L|^2-|r_R|^2=|r_L|^2(|r_R|^2+|t_R|^2)-|r_R|^2(|r_L|^2+|t_L|^2)=|r_L|^2|t_R|^2-|r_R|^2|t_L|^2=0,$$
which is the closing `linear_combination`. In words: for real $U$, $k>0$ and any such pair of states, probability is conserved from either side and $|r_L|=|r_R|$. Reciprocity in the sense of equal complex amplitudes, $t_L=t_R$, is a separate statement and is neither proved nor used here.

```lean
/-- For a real potential and `k > 0`, `|r|² + |t|² = 1` for incidence from either side, and
the two reflection amplitudes have the same modulus. -/
theorem reflection_symmetric {U : ℝ → ℂ} {k L : ℝ} {rL tL rR tR : ℂ} {u v : ℝ → ℂ}
    (hU : ∀ x, (U x).im = 0) (hk : 0 < k)
    (hu : LeftIncident U k L rL tL u) (hv : RightIncident U k L rR tR v) :
    ‖rL‖ ^ 2 + ‖tL‖ ^ 2 = 1 ∧ ‖rR‖ ^ 2 + ‖tR‖ ^ 2 = 1 ∧ ‖rL‖ = ‖rR‖ := by
  have n : ∀ z : ℂ, conj z * z = ((‖z‖ ^ 2 : ℝ) : ℂ) := fun z => by
    rw [mul_comm, Complex.mul_conj, Complex.normSq_eq_norm_sq]
  have h00 := pairing_conserved hU hk hu hu
  have h10 := pairing_conserved hU hk hu hv
  have h11 := pairing_conserved hU hk hv hv
  simp only [map_one, map_zero] at h00 h10 h11
  have h1 : ‖rL‖ ^ 2 + ‖tL‖ ^ 2 = 1 := by
    apply ofReal_injective
    rw [ofReal_add, ← n, ← n, ofReal_one]
    linear_combination -h00
  have h2 : ‖rR‖ ^ 2 + ‖tR‖ ^ 2 = 1 := by
    apply ofReal_injective
    rw [ofReal_add, ← n, ← n, ofReal_one]
    linear_combination -h11
  -- modulus of the cross relation between the two states
  have h3 : ‖tR‖ * ‖rL‖ = ‖rR‖ * ‖tL‖ := by
    have e : conj tR * rL = -(conj rR * tL) := by linear_combination -h10
    simpa using congrArg norm e
  refine ⟨h1, h2, (sq_eq_sq₀ (norm_nonneg _) (norm_nonneg _)).1 ?_⟩
  linear_combination (-‖rL‖ ^ 2) * h2 + ‖rR‖ ^ 2 * h1 + (‖tR‖ * ‖rL‖ + ‖rR‖ * ‖tL‖) * h3
```

## Absorbing potentials

A potential with $\operatorname{Im}U\le0$ never creates particles, and it removes them where $\operatorname{Im}U<0$ and $f\neq0$, as an absorbing layer does in a one-dimensional simulation. A real potential is the limiting case without loss, so the inequality below is not strict. For $g=f$,
$$\frac{d}{dx}\operatorname{Im}J=2\operatorname{Im}U\,|f|^2\le0,$$
so $\operatorname{Im}J$ does not increase from left to right: $2k(|C|^2-|D|^2)\le 2k(|A|^2-|B|^2)$. Dividing by $2k>0$ gives $|B|^2+|C|^2\le|A|^2+|D|^2$. The lemma steps `hd`, `anti` and `hc` are the derivative, the monotonicity and the comparison, which is made at $\pm(|L|+1)$ so that the points are ordered even for negative $L$.

```lean
/-- For an absorbing potential, `Im U ≤ 0`, and `k > 0`, the outgoing intensity
`|B|² + |C|²` is at most the incoming intensity `|A|² + |D|²`. -/
theorem absorption {U : ℝ → ℂ} {k L : ℝ} {A B C D : ℂ} {f : ℝ → ℂ}
    (hU : ∀ x, (U x).im ≤ 0) (hk : 0 < k) (hf : Scattering U k L A B C D f) :
    ‖B‖ ^ 2 + ‖C‖ ^ 2 ≤ ‖A‖ ^ 2 + ‖D‖ ^ 2 := by
  have n : ∀ z : ℂ, conj z * z = ((‖z‖ ^ 2 : ℝ) : ℂ) := fun z => by
    rw [mul_comm, Complex.mul_conj, Complex.normSq_eq_norm_sq]
  have e1 : ∀ (w : ℂ) (a : ℝ), ((w - conj w) * a).im = 2 * (w.im * a) := fun w a => by
    simp only [mul_im, sub_re, sub_im, conj_re, conj_im, ofReal_re, ofReal_im]
    ring
  have e2 : ∀ a b : ℝ, (2 * I * k * ((a : ℂ) - b)).im = 2 * k * (a - b) := fun a b => by
    simp only [mul_im, mul_re, sub_re, sub_im, ofReal_re, ofReal_im, I_re, I_im,
      re_ofNat, im_ofNat]
    ring
  have hd : ∀ x, HasDerivAt (fun y => (current f f y).im)
      ((U x - conj (U x)) * (conj (f x) * f x)).im x := fun x =>
    imCLM.hasFDerivAt.comp_hasDerivAt x (current_hasDerivAt hf.sol hf.sol x)
  -- the imaginary part of the current does not increase from left to right
  have anti : Antitone fun y => (current f f y).im :=
    antitone_of_deriv_nonpos (fun x => (hd x).differentiableAt) fun x => by
      rw [(hd x).deriv, n, e1]
      nlinarith [hU x, sq_nonneg ‖f x‖]
  have hc : (current f f (|L| + 1)).im ≤ (current f f (-|L| - 1)).im :=
    anti (by linarith [abs_nonneg L])
  rw [(current_outside hf hf).1 (-|L| - 1) (by linarith [le_abs_self L]),
    (current_outside hf hf).2 (|L| + 1) (by linarith [le_abs_self L]),
    n A, n B, n C, n D, e2, e2] at hc
  have h := le_of_mul_le_mul_left hc (by positivity)
  linarith
```

## The free wave and the reach of the hypotheses

For $U=0$ every superposition is a scattering state, because differentiating twice multiplies it by $(ik)^2=-k^2$. The choices $(A,B)=(1,0)$ and $(0,1)$ give left and right incidence with $r=0$, $t=1$. No reflecting example is constructed.

```lean
/-- For zero potential, `A exp(ikx) + B exp(-ikx)` is a scattering state with amplitudes
`A, B` on both sides. -/
theorem free_wave_witness (k L : ℝ) (A B : ℂ) :
    Scattering (fun _ => 0) k L A B A B (wave k A B) := by
  refine ⟨⟨fun x => (wave_hasDerivAt k A B x).differentiableAt, fun x => ?_⟩,
    fun _ _ => rfl, fun _ _ => rfl⟩
  have hd : deriv (wave k A B) = wave k (I * k * A) (-(I * k * B)) :=
    funext fun y => (wave_hasDerivAt k A B y).deriv
  rw [hd]
  refine (wave_hasDerivAt k _ _ x).congr_deriv ?_
  simp only [wave]
  linear_combination ((k : ℂ) ^ 2 * (A * cexp (I * k * x) + B * cexp (-(I * k * x)))) * I_sq

end

end BarrierUnitarity
```

```lean
#print axioms BarrierUnitarity.scattering_matrix_unitary
-- 'BarrierUnitarity.scattering_matrix_unitary' depends on axioms: [propext, Classical.choice, Quot.sound]
#print axioms BarrierUnitarity.reflection_symmetric
-- 'BarrierUnitarity.reflection_symmetric' depends on axioms: [propext, Classical.choice, Quot.sound]
#print axioms BarrierUnitarity.absorption
-- 'BarrierUnitarity.absorption' depends on axioms: [propext, Classical.choice, Quot.sound]
```

The examples that follow are worked out directly and have no theorem above behind them. At $k=0$ both exponentials equal $1$, so for $U=0$ the constant $f=2$ is left-incident with $r=1$, $t=2$, and $|r|^2+|t|^2=5$. For a complex potential take $L>0$ and a smooth real $\varphi$ falling from $0$ for $x<-L$ to $-\ln 2$ for $x>L$. Then $f=e^{ikx+\varphi}$ solves the equation with $U=\varphi''+\varphi'^2+2ik\varphi'$ and has $r=0$, $t=\tfrac12$, so $|r|^2+|t|^2=\tfrac14$, in line with $\operatorname{Im}U=2k\varphi'\le0$.

A weaker notion of solution would ask for continuous $f$ and $f'$, with the equation holding except at finitely many points. That admits the square barrier, which `IsSolution` excludes for incidence from one side. At the far edge $|f|=|t|$, and $t\neq0$, since $f=f'=0$ there would make $f$ vanish everywhere. So $(U-k^2)f$ jumps at that edge, and a derivative that exists everywhere has no jumps. The current would then be shown constant on each interval and joined across the edges by continuity; the algebra of amplitudes would stay as it is.
